# Exchange Is at Most Coulomb in Absolute Value for a Symmetric, Nonnegative Kernel on a Finite Grid

## A repulsion that would bind

Suppose the exchange sum $K$ of two orbitals could exceed their Coulomb sum $J$. Two electrons of the same spin in orthonormal orbitals have interaction energy $J-K$, so a purely repulsive interaction would then give them a negative interaction energy. If instead $K$ could fall below $-J$, the same would happen to the open-shell singlet, whose interaction energy is $J+K$.

Neither can happen on a finite grid when the interaction is symmetric and nowhere negative. Let $x,y$ run over the grid points, let $v(x,y)$ be a real kernel, and let $a,b$ be complex orbitals, given by their values at the points. Define

$$J=\sum_{x,y}v(x,y)\,|a(x)|^2|b(y)|^2,$$

$$K=\sum_{x,y}v(x,y)\,a^*(x)b(x)\,b^*(y)a(y).$$

$J$ is the interaction of two densities. $K$ is the interaction of the overlap density $a^*b$ with its own conjugate.

For real orbitals, $K$ is also the diagonal integral whose square root enters Schwarz screening; in this finite-grid model, the result bounds it by a Coulomb sum. The Schwarz estimate itself is a different inequality. It needs a positive semidefinite kernel, whereas here the kernel is nonnegative entry by entry.

## The bound and how Lean states it

The main theorem, `norm_exchange_le_coulomb`, says that $|K|\le J$ under two hypotheses:

- `hv` says that $v(x,y)=v(y,x)$: the interaction does not distinguish the two electrons.
- `hv0` says that $v(x,y)\ge 0$: the interaction is repulsive or zero at every pair of points.

The grid is a finite type `ι`, with no geometry attached. The kernel is `v : ι → ι → ℝ` and the orbitals are `a b : ι → ℂ`. `Complex.normSq` is $|z|^2$ and `conj` is complex conjugation. Since `exchange` takes values in the complex numbers, the bound is stated with its norm, `‖exchange v a b‖`; that $K$ is real is a separate theorem, `exchange_real`.

The orbitals need not be normalised or orthogonal. These conditions matter only for reading $J\mp K$ as energies. Quadrature weights do not appear explicitly; positive weights $w(x)w(y)$ can be absorbed into $v$ without disturbing either hypothesis.

The corollary `abs_exchange_le_coulomb_of_real` writes both sums out for real orbitals:

$$\Bigl|\sum_{x,y}a(x)b(x)\,v(x,y)\,a(y)b(y)\Bigr|\le\sum_{x,y}a(x)^2\,v(x,y)\,b(y)^2.$$

The model has finite kernel values everywhere, including at $x=y$, where the bare $1/r$ interaction diverges. Continuum integrals and the limit of a refined grid are not treated.

## Two weighted squares

First, $K$ is real. Conjugation gives

$$K^*=\sum_{x,y}v(x,y)\,a(x)b^*(x)\,b(y)a^*(y).$$

Renaming $x\leftrightarrow y$ and using $v(y,x)=v(x,y)$ turns this back into $K$. The same renaming shows that $J$ is unchanged when $a$ and $b$ are swapped.

Next, expand the square of the antisymmetric pair function (upper sign) and of the symmetric one (lower sign):

$$|a(x)b(y)\mp b(x)a(y)|^2=|a(x)|^2|b(y)|^2+|b(x)|^2|a(y)|^2\mp2\,\mathrm{Re}\bigl[a^*(x)b(x)\,b^*(y)a(y)\bigr].$$

Multiply by $v(x,y)$ and sum. The first term gives $J$. The second gives $J$ with the orbitals swapped, which is again $J$. The last gives $\mp2K$, because $K$ is real. Hence

$$J\mp K=\frac12\sum_{x,y}v(x,y)\,|a(x)b(y)\mp b(x)a(y)|^2.$$

Every term on the right is nonnegative, so $J-K\ge0$ and $J+K\ge0$. Together these say $|K|\le J$.

For orthonormal orbitals, the pair functions divided by $\sqrt2$ are the normalised spatial wavefunctions of the triplet and the open-shell singlet. The identity then says that the interaction energy is the average of $v$ over the pair density.

## When exchange equals Coulomb

By the identity with the upper sign, $K=J$ exactly when a sum of nonnegative terms vanishes, hence when each term does. This means

$$a(x)b(y)=b(x)a(y)\quad\text{wherever } v(x,y)\neq0.$$

Suppose now that $v$ is strictly positive everywhere and that $a(z)\neq0$ at some point $z$. Taking the pair $(z,x)$ gives $a(z)b(x)=b(z)a(x)$, so $b(x)=c\,a(x)$ with $c=b(z)/a(z)$. Conversely, if $b=c\,a$, both sides of the condition equal $c\,a(x)a(y)$. Proportional orbitals are the case in which the Slater determinant of two same-spin electrons vanishes.

## Two points: a negative exchange sum and a lost symmetry

Label the two grid points $0$ and $1$.

Let $v(0,1)=v(1,0)=1$ with zero diagonal, and take $a=(1,1)$, $b=(1,-1)$. The overlap density is $(1,-1)$, so $K=-2$, while $J=2$. With both orbitals normalised, the values are $K=-\tfrac12$ and $J=\tfrac12$. The lower bound $-J$ is therefore attained, and a symmetric, nonnegative kernel does not force $K$ to be positive. This kernel is not positive semidefinite. For one that is, as the continuum Coulomb interaction is, $K$ cannot be negative.

Now drop symmetry. Let $v(0,1)=1$ be the only nonzero entry, and take $a=(1,2)$, $b=(2,1)$. The overlap density is $(2,2)$, so $K=4$, but $J=|a(0)|^2|b(1)|^2=1$. For normalised orbitals these become $K=\tfrac{4}{25}$ and $J=\tfrac1{25}$, and the bound still fails. The derivation breaks where it used the swap: with $a$ and $b$ exchanged, the unnormalised Coulomb sum is $16$, not $1$.

## The Lean file

```lean
import Mathlib

open ComplexConjugate

namespace ExchangeCoulombBound

noncomputable section

variable {ι : Type*} [Fintype ι]

/-- The Coulomb sum of the densities `|a|²` and `|b|²` on a finite grid with kernel `v`. -/
def coulomb (v : ι → ι → ℝ) (a b : ι → ℂ) : ℝ :=
  ∑ x, ∑ y, v x y * (Complex.normSq (a x) * Complex.normSq (b y))

/-- The exchange sum: the overlap density `a* b` at `x` interacts with its conjugate
`b* a` at `y` through the kernel `v`. -/
def exchange (v : ι → ι → ℝ) (a b : ι → ℂ) : ℂ :=
  ∑ x, ∑ y, (v x y : ℂ) * (conj (a x) * b x * (conj (b y) * a y))

/-- For a symmetric kernel the Coulomb sum is unchanged when the two orbitals are swapped. -/
theorem coulomb_comm (v : ι → ι → ℝ) (hv : ∀ x y, v x y = v y x) (a b : ι → ℂ) :
    coulomb v a b = coulomb v b a := by
  unfold coulomb
  rw [Finset.sum_comm]
  refine Finset.sum_congr rfl fun x _ => Finset.sum_congr rfl fun y _ => ?_
  rw [hv y x]
  ring

/-- For a symmetric kernel the exchange sum is real, also for complex orbitals. -/
theorem exchange_real (v : ι → ι → ℝ) (hv : ∀ x y, v x y = v y x) (a b : ι → ℂ) :
    conj (exchange v a b) = exchange v a b := by
  simp only [exchange, map_sum, map_mul, Complex.conj_ofReal, Complex.conj_conj]
  -- conjugation is undone by exchanging the two grid points
  rw [Finset.sum_comm]
  refine Finset.sum_congr rfl fun x _ => Finset.sum_congr rfl fun y _ => ?_
  rw [hv y x]
  ring

/-- For a symmetric kernel, the Coulomb sum minus the real part of the exchange sum is half the
kernel-weighted square, summed over all pairs of points, of the antisymmetric pair function `a(x)
b(y) - b(x) a(y)`. -/
theorem coulomb_sub_exchange (v : ι → ι → ℝ) (hv : ∀ x y, v x y = v y x) (a b : ι → ℂ) :
    coulomb v a b - (exchange v a b).re =
      1 / 2 * ∑ x, ∑ y, v x y * Complex.normSq (a x * b y - b x * a y) := by
  have hs := coulomb_comm v hv a b
  have h : ∑ x, ∑ y, v x y * Complex.normSq (a x * b y - b x * a y) =
      coulomb v a b + coulomb v b a - 2 * (exchange v a b).re := by
    simp only [coulomb, exchange, Complex.re_sum, Complex.re_ofReal_mul, Finset.mul_sum,
      ← Finset.sum_add_distrib, ← Finset.sum_sub_distrib]
    refine Finset.sum_congr rfl fun x _ => Finset.sum_congr rfl fun y _ => ?_
    simp only [Complex.normSq_apply, Complex.mul_re, Complex.mul_im, Complex.sub_re,
      Complex.sub_im, Complex.conj_re, Complex.conj_im]
    ring
  linarith

/-- For a symmetric kernel, the Coulomb sum plus the real part of the exchange sum is half the
kernel-weighted square, summed over all pairs of points, of the symmetric pair function `a(x) b(y) +
b(x) a(y)`. -/
theorem coulomb_add_exchange (v : ι → ι → ℝ) (hv : ∀ x y, v x y = v y x) (a b : ι → ℂ) :
    coulomb v a b + (exchange v a b).re =
      1 / 2 * ∑ x, ∑ y, v x y * Complex.normSq (a x * b y + b x * a y) := by
  have hs := coulomb_comm v hv a b
  have h : ∑ x, ∑ y, v x y * Complex.normSq (a x * b y + b x * a y) =
      coulomb v a b + coulomb v b a + 2 * (exchange v a b).re := by
    simp only [coulomb, exchange, Complex.re_sum, Complex.re_ofReal_mul, Finset.mul_sum,
      ← Finset.sum_add_distrib]
    refine Finset.sum_congr rfl fun x _ => Finset.sum_congr rfl fun y _ => ?_
    simp only [Complex.normSq_apply, Complex.mul_re, Complex.mul_im, Complex.add_re,
      Complex.add_im, Complex.conj_re, Complex.conj_im]
    ring
  linarith

/-- For a symmetric, pointwise nonnegative kernel and complex orbitals, the exchange sum
is in absolute value at most the Coulomb sum. -/
theorem norm_exchange_le_coulomb (v : ι → ι → ℝ) (hv : ∀ x y, v x y = v y x)
    (hv0 : ∀ x y, 0 ≤ v x y) (a b : ι → ℂ) :
    ‖exchange v a b‖ ≤ coulomb v a b := by
  have hre := Complex.conj_eq_iff_re.mp (exchange_real v hv a b)
  have hm := coulomb_sub_exchange v hv a b
  have hp := coulomb_add_exchange v hv a b
  -- both weighted squares are nonnegative
  have h1 : 0 ≤ ∑ x, ∑ y, v x y * Complex.normSq (a x * b y - b x * a y) :=
    Finset.sum_nonneg fun x _ => Finset.sum_nonneg fun y _ =>
      mul_nonneg (hv0 x y) (Complex.normSq_nonneg _)
  have h2 : 0 ≤ ∑ x, ∑ y, v x y * Complex.normSq (a x * b y + b x * a y) :=
    Finset.sum_nonneg fun x _ => Finset.sum_nonneg fun y _ =>
      mul_nonneg (hv0 x y) (Complex.normSq_nonneg _)
  rw [← hre, Complex.norm_real, Real.norm_eq_abs, abs_le]
  constructor <;> linarith

/-- For a symmetric, pointwise nonnegative kernel and real orbitals, the exchange sum is in absolute
value at most the Coulomb sum; both sums are written out. -/
theorem abs_exchange_le_coulomb_of_real (v : ι → ι → ℝ) (hv : ∀ x y, v x y = v y x)
    (hv0 : ∀ x y, 0 ≤ v x y) (a b : ι → ℝ) :
    |∑ x, ∑ y, a x * b x * v x y * (a y * b y)| ≤ ∑ x, ∑ y, a x ^ 2 * v x y * b y ^ 2 := by
  have h := norm_exchange_le_coulomb v hv hv0 (fun x => (a x : ℂ)) (fun x => (b x : ℂ))
  have e1 : exchange v (fun x => (a x : ℂ)) (fun x => (b x : ℂ)) =
      ((∑ x, ∑ y, a x * b x * v x y * (a y * b y) : ℝ) : ℂ) := by
    simp only [exchange, Complex.conj_ofReal]
    push_cast
    refine Finset.sum_congr rfl fun x _ => Finset.sum_congr rfl fun y _ => ?_
    ring
  have e2 : coulomb v (fun x => (a x : ℂ)) (fun x => (b x : ℂ)) =
      ∑ x, ∑ y, a x ^ 2 * v x y * b y ^ 2 := by
    simp only [coulomb, Complex.normSq_ofReal]
    refine Finset.sum_congr rfl fun x _ => Finset.sum_congr rfl fun y _ => ?_
    ring
  rwa [e1, e2, Complex.norm_real, Real.norm_eq_abs] at h

/-- For a symmetric, pointwise nonnegative kernel, exchange equals Coulomb exactly when the
antisymmetric pair function `a(x) b(y) - b(x) a(y)` vanishes at every pair of grid points where the
kernel is nonzero. -/
theorem exchange_eq_coulomb_iff (v : ι → ι → ℝ) (hv : ∀ x y, v x y = v y x)
    (hv0 : ∀ x y, 0 ≤ v x y) (a b : ι → ℂ) :
    exchange v a b = (coulomb v a b : ℂ) ↔
      ∀ x y, v x y ≠ 0 → a x * b y = b x * a y := by
  have hm := coulomb_sub_exchange v hv a b
  have hn : ∀ x y, 0 ≤ v x y * Complex.normSq (a x * b y - b x * a y) := fun x y =>
    mul_nonneg (hv0 x y) (Complex.normSq_nonneg _)
  constructor
  · intro h x y hxy
    have hr : (exchange v a b).re = coulomb v a b := by rw [h, Complex.ofReal_re]
    have hS : ∑ x, ∑ y, v x y * Complex.normSq (a x * b y - b x * a y) = 0 := by linarith
    -- a vanishing sum of nonnegative terms vanishes term by term
    have hx := (Finset.sum_eq_zero_iff_of_nonneg
      (fun x _ => Finset.sum_nonneg fun y _ => hn x y)).mp hS x (Finset.mem_univ x)
    have hy := (Finset.sum_eq_zero_iff_of_nonneg
      (fun y _ => hn x y)).mp hx y (Finset.mem_univ y)
    exact sub_eq_zero.mp (Complex.normSq_eq_zero.mp ((mul_eq_zero.mp hy).resolve_left hxy))
  · intro h
    have hS : ∑ x, ∑ y, v x y * Complex.normSq (a x * b y - b x * a y) = 0 := by
      refine Finset.sum_eq_zero fun x _ => Finset.sum_eq_zero fun y _ => ?_
      by_cases hxy : v x y = 0
      · rw [hxy, zero_mul]
      · rw [h x y hxy, sub_self, Complex.normSq_zero, mul_zero]
    have hr : (exchange v a b).re = coulomb v a b := by linarith
    rw [← hr]
    exact (Complex.conj_eq_iff_re.mp (exchange_real v hv a b)).symm

/-- For a symmetric, strictly positive kernel and a nonzero orbital `a`, exchange equals Coulomb
exactly when `b` is a multiple of `a`. -/
theorem exchange_eq_coulomb_iff_proportional (v : ι → ι → ℝ) (hv : ∀ x y, v x y = v y x)
    (hv0 : ∀ x y, 0 < v x y) (a b : ι → ℂ) (ha : ∃ x, a x ≠ 0) :
    exchange v a b = (coulomb v a b : ℂ) ↔ ∃ c : ℂ, ∀ x, b x = c * a x := by
  rw [exchange_eq_coulomb_iff v hv (fun x y => (hv0 x y).le) a b]
  constructor
  · intro h
    obtain ⟨z, hz⟩ := ha
    refine ⟨b z / a z, fun x => ?_⟩
    rw [div_mul_eq_mul_div, eq_div_iff hz]
    linear_combination h z x (hv0 z x).ne'
  · rintro ⟨c, hc⟩ x y _
    rw [hc x, hc y]
    ring

/-- On two points with a symmetric nonnegative kernel, exchange can be exactly minus
the Coulomb sum: here they are `-2` and `2`. -/
theorem exchange_eq_neg_coulomb_example :
    exchange ![![0, 1], ![1, 0]] ![1, 1] ![1, -1] = -2 ∧
      coulomb ![![0, 1], ![1, 0]] ![1, 1] ![1, -1] = 2 := by
  constructor
  · norm_num [exchange, Fin.sum_univ_two]
  · norm_num [coulomb, Fin.sum_univ_two]

/-- For a nonnegative kernel that is not symmetric the bound can fail: here exchange
is `4` and the Coulomb sum is `1`. -/
theorem nonsymmetric_kernel_example :
    exchange ![![0, 1], ![0, 0]] ![1, 2] ![2, 1] = 4 ∧
      coulomb ![![0, 1], ![0, 0]] ![1, 2] ![2, 1] = 1 := by
  constructor
  · norm_num [exchange, Fin.sum_univ_two]
  · norm_num [coulomb, Fin.sum_univ_two]

end

end ExchangeCoulombBound
```

```lean
#print axioms ExchangeCoulombBound.abs_exchange_le_coulomb_of_real
#print axioms ExchangeCoulombBound.exchange_eq_coulomb_iff_proportional
#print axioms ExchangeCoulombBound.exchange_eq_neg_coulomb_example
#print axioms ExchangeCoulombBound.nonsymmetric_kernel_example
```

```
'ExchangeCoulombBound.abs_exchange_le_coulomb_of_real' depends on axioms: [propext, Classical.choice, Quot.sound]
'ExchangeCoulombBound.exchange_eq_coulomb_iff_proportional' depends on axioms: [propext, Classical.choice, Quot.sound]
'ExchangeCoulombBound.exchange_eq_neg_coulomb_example' depends on axioms: [propext, Classical.choice, Quot.sound]
'ExchangeCoulombBound.nonsymmetric_kernel_example' depends on axioms: [propext, Classical.choice, Quot.sound]
```

## How the proof follows the derivation

**Renaming the grid points.** `coulomb_comm` and `exchange_real` both use `Finset.sum_comm` to exchange the two summations. They then compare the sums term by term, with `hv y x` supplying the symmetry of the kernel. In `exchange_real`, the `simp only` line first carries the conjugation through the sums and products.

**Expanding the squares.** `coulomb_sub_exchange` and `coulomb_add_exchange` are the two identities for $J\mp K$, stated with the real part of `exchange`. Inside each, the statement `h` is the summed expansion before the two Coulomb sums are identified. Lean writes every complex number in real and imaginary parts, and `ring` checks the resulting polynomial identity at each pair of points. The closing `linarith` combines `h` with `hs`, the swap symmetry of $J$.

**The bound.** In `norm_exchange_le_coulomb`, `h1` and `h2` state that the two weighted squares are nonnegative; this is where `hv0` enters. Since $K$ equals its real part (`hre`), its complex norm becomes an ordinary absolute value. `abs_le` splits the claim into $-J\le K$ and $K\le J$, and `linarith` obtains each from the identities. The real-orbital corollary applies this theorem to real values regarded as complex numbers; `e1` and `e2` translate the two sums.

**Equality.** In `exchange_eq_coulomb_iff`, the forward direction applies `Finset.sum_eq_zero_iff_of_nonneg` twice, first to the sum over $x$ and then to the sum over $y$. A single term $v(x,y)\,|a(x)b(y)-b(x)a(y)|^2$ is then zero, and since $v(x,y)\neq0$, the square must vanish. The reverse direction separates the pairs with $v(x,y)=0$ from the others and finds every term zero in both cases.

`exchange_eq_coulomb_iff_proportional` starts from that criterion and chooses the constant `b z / a z`. The relation `h z x` is the equation for the pair $(z,x)$ used above.

**The two-point grids.** The last two theorems write out the sums over two points with `Fin.sum_univ_two` and evaluate them with `norm_num`.
